# Green-function decay for a finite-range Hermitian Hamiltonian at complex energy

## A finite matrix with exact zeros

A screened Korringa–Kohn–Rostoker (KKR) system is modelled here by a finite, energy-independent Hermitian matrix $H$, and its short range by exact zeros: $H_{ij}=0$ unless $i=j$ or the sites $i$ and $j$ are neighbours in a graph. On-site terms may be any real numbers. In screened KKR proper, the matrix to be inverted depends on energy through both the scattering and the screened structure constants, and the screened couplings are small at long range but not zero. The model keeps only the sparsity, so the bounds below do not carry over as they stand to the matrix inverted in a KKR calculation.

Fix a real energy $E$ and a height $\eta>0$ above the real axis. The basis is taken to be orthonormal, so the Green function is $A^{-1}$ with $A=E+i\eta-H$. Let $W$ satisfy $\|E-H\|\le W$ in the operator norm, which means that all eigenvalues of $H$ lie within $W$ of $E$. Define

$$w=-\frac{i\eta}{W^2+\eta^2},\qquad q=\frac{W}{\sqrt{W^2+\eta^2}}<1 .$$

The solver starts from $X_0=0$ and repeats $X_{k+1}=X_k+w(1-AX_k)$.

## One rate for solver and decay

The main bounds are

$$\|1-wA\|\le q,\qquad \|A^{-1}-X_k\|\le \frac{q^k}{\eta},\qquad |(A^{-1})_{ij}|\le \frac{q^d}{\eta},$$

the last whenever every path from $i$ to $j$ has at least $d$ hops.

In Lean, `shifted H E η` is $A$, `step W η` is $w$, `rate W η` is $q$ and `iterate` produces $X_k$. The index type `n` labels sites, or orbitals if each is given its own vertex. The hypothesis `hG` states the zeros of $H$, and a path is a `G.Walk i j`, which may revisit sites. If $i$ and $j$ are disconnected, the path condition in `green_decay` holds for every $d$. The version with `G.dist` says less there, because Mathlib sets the distance between disconnected sites to 0.

## The contraction

Put $B=E-H$, $s=W^2+\eta^2$ and $r=\eta/s$, so that $w=-ir$ and $A=B+i\eta$. Then

$$1-wA=1+ir(B+i\eta)=p+irB,\qquad p=1-r\eta=\frac{W^2}{s}.$$

Since $B$ is Hermitian, the cross terms cancel in

$$(p+irB)^*(p+irB)=p^2+r^2B^2 .$$

The norm of the left side is $\|1-wA\|^2$, hence

$$\|1-wA\|^2\le p^2+r^2W^2=\frac{W^4+\eta^2W^2}{s^2}=\frac{W^2}{s}=q^2 .$$

To see how good this step is, take any complex step $w'=a+ib$ and average $|1-w'(\pm W+i\eta)|^2$ over the two signs:

$$(1+b\eta)^2+b^2W^2+a^2s=q^2+s\left(b+\frac{\eta}{s}\right)^2+a^2s\ \ge\ q^2 .$$

No step makes both factors smaller than $q$. The contraction bound for a fixed step therefore cannot be improved using $W$ alone, though a particular $H$ may allow a better step. This does not make $q^d/\eta$ the best possible bound on the decay of the Green function.

## From iteration error to distance

For any matrix $Z$, the relation $A-A^*=2i\eta$ gives

$$2i\eta\,Z^*Z=Z^*(AZ)-(AZ)^*Z .$$

If $Av=0$, let every column of $Z$ be $v$. The right side vanishes, so $Z=0$ and $v=0$; thus $A$ is invertible. With $Z=A^{-1}$ the identity reads $2i\eta Z^*Z=Z^*-Z$. Taking norms gives $2\eta\|Z\|^2\le2\|Z\|$, so $\|A^{-1}\|\le1/\eta$.

The error obeys

$$A^{-1}-X_{k+1}=(1-wA)(A^{-1}-X_k),$$

and it starts at $A^{-1}$, so after $k$ steps its norm is at most $q^k/\eta$.

Next, $(X_k)_{ij}=0$ if every path from $i$ to $j$ has at least $k$ hops. This is clear for $X_0=0$. Suppose it holds for $k$ and every path has at least $k+1$ hops. Then $i\ne j$, so the identity contributes nothing, and $(X_k)_{ij}=0$. In $(AX_k)_{ij}=\sum_l A_{il}(X_k)_{lj}$ only $l=i$ and neighbours $l$ of $i$ can contribute. From such a neighbour every path to $j$ still has at least $k$ hops, so $(X_k)_{lj}=0$ as well.

At distance $d$ or more, the entry of $A^{-1}$ therefore equals that of $A^{-1}-X_d$, which is bounded by $q^d/\eta$.

## What temperature controls

The lowest positive fermionic Matsubara energy is $\eta=\pi k_BT$, where $k_B$ converts temperature to energy. With $c=\eta^2/(2s)$ we have $q^2=1-2c\le e^{-2c}$, hence $q^k\le e^{-kc}$. For a tolerance $\delta>0$, which like the Green function is an inverse energy, it suffices that

$$k\ \ge\ \frac{2(W^2+\eta^2)}{\eta^2}\,\log\frac{1}{\delta\eta}.$$

The solver error after $k$ steps is then at most $\delta$, and so is each Green-function entry between sites at least $k$ hops apart. The second bound is entrywise; it does not by itself show that everything discarded in a truncation has norm at most $\delta$. For electronic-structure work with a fixed, non-interacting, finite-range $H$ in an orthonormal basis and with $E$ the chemical potential, temperature and $W$ together thus give a common guarantee for iteration count and range. It is not an estimate of the true range. When $\eta$ is much smaller than $W$, the guaranteed range grows as $W^2/\eta^2$ apart from the logarithm, whereas approximating the inverse by Chebyshev polynomials in $H$, which is not done here, gives a decay bound with a length of order $W/\eta$.

## Two coupled sites

Take $E=0$, zero on-site energies, hopping $3$ and $\eta=4$, in a common energy unit. Then $W=3$, $q=3/5$, $w=-4i/25$ and

$$A=\begin{pmatrix}4i&-3\\-3&4i\end{pmatrix},\qquad A^{-1}=-\frac1{25}\begin{pmatrix}4i&3\\3&4i\end{pmatrix}.$$

The off-diagonal entry has modulus $0.12$, below the bound $q/\eta=0.15$. The first iterate $X_1=w\,1$ already has the exact diagonal, so its error norm is also $0.12$.

For $\delta=0.05$ the logarithmic formula requires $k\ge5.03$, so $k=6$, while $q^k/\eta\le\delta$ already holds at $k=4$. The formula is sufficient but not sharp.

## The complete Lean source

```lean
import Mathlib

open Matrix
open scoped Matrix.Norms.L2Operator

namespace ScreenedKKR

noncomputable section

variable {n : Type*} [Fintype n] [DecidableEq n]

/-- The matrix `E + iη - H` whose inverse is the Green function at complex energy `E + iη`. -/
def shifted (H : Matrix n n ℂ) (E η : ℝ) : Matrix n n ℂ :=
  ((E : ℂ) + η * Complex.I) • (1 : Matrix n n ℂ) - H

/-- The complex step `w = -iη/(W² + η²)`, for `W` and `η` not both zero. -/
def step (W η : ℝ) : ℂ := -(((η / (W ^ 2 + η ^ 2) : ℝ) : ℂ) * Complex.I)

/-- The rate `q = W/√(W² + η²)`, for `W` and `η` not both zero. -/
def rate (W η : ℝ) : ℝ := W / √(W ^ 2 + η ^ 2)

/-- The iteration `X₀ = 0`, `Xₖ₊₁ = Xₖ + w (1 - A Xₖ)` for the inverse of `A`. -/
def iterate (A : Matrix n n ℂ) (w : ℂ) : ℕ → Matrix n n ℂ
  | 0 => 0
  | k + 1 => iterate A w k + w • (1 - A * iterate A w k)

/-- The lowest fermionic Matsubara energy `π k_B T`. -/
def matsubara (kB T : ℝ) : ℝ := Real.pi * kB * T

/-- The square of the rate is `W²/(W² + η²)`. -/
theorem rate_sq (W η : ℝ) : rate W η ^ 2 = W ^ 2 / (W ^ 2 + η ^ 2) := by
  rw [rate, div_pow, Real.sq_sqrt (by positivity)]

/-- For Hermitian `H` with `‖E - H‖ ≤ W`, the iteration factor obeys `‖1 - wA‖ ≤ q`. -/
theorem norm_factor_le {H : Matrix n n ℂ} (hH : H.IsHermitian) {E η W : ℝ} (hη : 0 < η)
    (hW : ‖(E : ℂ) • (1 : Matrix n n ℂ) - H‖ ≤ W) :
    ‖1 - step W η • shifted H E η‖ ≤ rate W η := by
  have hW0 : 0 ≤ W := (norm_nonneg _).trans hW
  have hs : 0 < W ^ 2 + η ^ 2 := by positivity
  have hq : 0 ≤ rate W η := by unfold rate; positivity
  have hH' : star H = H := hH
  obtain ⟨B, hBdef⟩ : ∃ B, B = (E : ℂ) • (1 : Matrix n n ℂ) - H := ⟨_, rfl⟩
  have hE : star (E : ℂ) = E := Complex.conj_ofReal E
  have hB : star B = B := by rw [hBdef, star_sub, star_smul, star_one, hH', hE]
  rw [← hBdef] at hW
  obtain ⟨r, hr⟩ : ∃ r : ℝ, r = η / (W ^ 2 + η ^ 2) := ⟨_, rfl⟩
  obtain ⟨p, hp⟩ : ∃ p : ℝ, p = 1 - r * η := ⟨_, rfl⟩
  -- the factor is a real number plus i times a Hermitian matrix
  have hM : 1 - step W η • shifted H E η
      = (p : ℂ) • (1 : Matrix n n ℂ) + ((r : ℂ) * Complex.I) • B := by
    have hI : (Complex.I * Complex.I) • (1 : Matrix n n ℂ) = (-1 : ℂ) • 1 := by
      rw [Complex.I_mul_I]
    rw [step, shifted, ← hr, hBdef, hp]
    push_cast
    linear_combination (norm := module) ((r : ℂ) * η) • hI
  have hstar : star ((p : ℂ) • (1 : Matrix n n ℂ) + ((r : ℂ) * Complex.I) • B)
      = (p : ℂ) • (1 : Matrix n n ℂ) - ((r : ℂ) * Complex.I) • B := by
    have h1 : star (p : ℂ) = p := Complex.conj_ofReal p
    have h2 : star ((r : ℂ) * Complex.I) = -((r : ℂ) * Complex.I) := by
      apply Complex.ext <;> simp
    rw [star_add, star_smul, star_smul, star_one, hB, h1, h2, neg_smul, sub_eq_add_neg]
  have hsq : star ((p : ℂ) • (1 : Matrix n n ℂ) + ((r : ℂ) * Complex.I) • B)
      * ((p : ℂ) • (1 : Matrix n n ℂ) + ((r : ℂ) * Complex.I) • B)
      = ((p : ℂ) ^ 2) • (1 : Matrix n n ℂ) + ((r : ℂ) ^ 2) • (B * B) := by
    have hI : (Complex.I * Complex.I) • (B * B) = (-1 : ℂ) • (B * B) := by
      rw [Complex.I_mul_I]
    rw [hstar]
    simp only [sub_mul, mul_add, smul_mul_assoc, mul_smul_comm, one_mul, mul_one]
    linear_combination (norm := module) (-(r : ℂ) ^ 2) • hI
  have hone : ‖(1 : Matrix n n ℂ)‖ ≤ 1 := by
    have h := CStarRing.norm_star_mul_self (x := (1 : Matrix n n ℂ))
    rw [star_one, one_mul] at h
    nlinarith
  have hBB : ‖B * B‖ ≤ W ^ 2 := by
    have h := norm_mul_le B B
    nlinarith [norm_nonneg B]
  -- the C*-identity turns the norm into a sum of squares
  have hbound : ‖1 - step W η • shifted H E η‖ * ‖1 - step W η • shifted H E η‖
      ≤ rate W η ^ 2 := by
    rw [hM, ← CStarRing.norm_star_mul_self, hsq]
    refine (norm_add_le _ _).trans ?_
    rw [norm_smul, norm_smul, norm_pow, norm_pow, Complex.norm_real, Complex.norm_real,
      Real.norm_eq_abs, Real.norm_eq_abs, sq_abs, sq_abs]
    have hval : p ^ 2 * 1 + r ^ 2 * W ^ 2 = rate W η ^ 2 := by
      rw [rate_sq, hp, hr]
      field_simp
      ring
    rw [← hval]
    gcongr
  by_contra hlt
  push Not at hlt
  nlinarith

/-- No complex step `w` makes both factors `1 - w(±W + iη)` smaller in modulus than `q`. -/
theorem rate_optimal (W : ℝ) {η : ℝ} (hη : 0 < η) (w : ℂ) :
    rate W η ≤ max ‖1 - w * (W + η * Complex.I)‖ ‖1 - w * (-W + η * Complex.I)‖ := by
  have hs : 0 < W ^ 2 + η ^ 2 := by positivity
  by_contra hlt
  obtain ⟨h1, h2⟩ := max_lt_iff.mp (not_le.mp hlt)
  have e1 : ‖1 - w * (W + η * Complex.I)‖ ^ 2
      = (1 - w.re * W + w.im * η) ^ 2 + (w.re * η + w.im * W) ^ 2 := by
    rw [Complex.sq_norm, Complex.normSq_apply]
    simp
    ring
  have e2 : ‖1 - w * (-W + η * Complex.I)‖ ^ 2
      = (1 + w.re * W + w.im * η) ^ 2 + (w.re * η - w.im * W) ^ 2 := by
    rw [Complex.sq_norm, Complex.normSq_apply]
    simp
    ring
  -- the mean of the two squares is at least q²
  have hmean : rate W η ^ 2 ≤ (1 + w.im * η) ^ 2 + w.im ^ 2 * W ^ 2
      + w.re ^ 2 * (W ^ 2 + η ^ 2) := by
    rw [rate_sq, div_le_iff₀ hs]
    nlinarith [sq_nonneg (η + w.im * (W ^ 2 + η ^ 2)), sq_nonneg (w.re * (W ^ 2 + η ^ 2))]
  have l1 := pow_lt_pow_left₀ h1 (norm_nonneg _) two_ne_zero
  have l2 := pow_lt_pow_left₀ h2 (norm_nonneg _) two_ne_zero
  nlinarith

/-- Dissipation identity: `2iη Z*Z = Z*(AZ) - (AZ)*Z` for `A = E + iη - H` with Hermitian `H`, and
any `Z`. -/
theorem dissipation {H : Matrix n n ℂ} (hH : H.IsHermitian) (E η : ℝ) (Z : Matrix n n ℂ) :
    (2 * (η : ℂ) * Complex.I) • (star Z * Z)
      = star Z * (shifted H E η * Z) - star (shifted H E η * Z) * Z := by
  have hH' : star H = H := hH
  have hz : star ((E : ℂ) + η * Complex.I) = E - η * Complex.I := by
    apply Complex.ext <;> simp
  have hA : shifted H E η - star (shifted H E η)
      = (2 * (η : ℂ) * Complex.I) • (1 : Matrix n n ℂ) := by
    rw [shifted, star_sub, star_smul, star_one, hH', hz]
    module
  calc (2 * (η : ℂ) * Complex.I) • (star Z * Z)
      = star Z * ((2 * (η : ℂ) * Complex.I) • (1 : Matrix n n ℂ)) * Z := by
        rw [mul_smul_comm, mul_one, smul_mul_assoc]
    _ = _ := by
        rw [← hA, star_mul, mul_sub, sub_mul, mul_assoc, mul_assoc]

/-- For Hermitian `H` and `η > 0`, the matrix `E + iη - H` is invertible. -/
theorem isUnit_det {H : Matrix n n ℂ} (hH : H.IsHermitian) (E : ℝ) {η : ℝ} (hη : 0 < η) :
    IsUnit (shifted H E η).det := by
  rw [isUnit_iff_ne_zero]
  intro hdet
  obtain ⟨v, hv, hAv⟩ := Matrix.exists_mulVec_eq_zero_iff.mpr hdet
  -- put the null vector in every column of a matrix
  let Z : Matrix n n ℂ := Matrix.of fun a _ => v a
  have hAZ : shifted H E η * Z = 0 := by
    ext a b
    exact congrFun hAv a
  have h := dissipation hH E η Z
  rw [hAZ, mul_zero, star_zero, zero_mul, sub_zero] at h
  have hc : 2 * (η : ℂ) * Complex.I ≠ 0 := by simp [hη.ne']
  have hZ : Z = 0 := by
    have hn := CStarRing.norm_star_mul_self (x := Z)
    rw [(smul_eq_zero.mp h).resolve_left hc, norm_zero] at hn
    exact norm_eq_zero.mp (mul_self_eq_zero.mp hn.symm)
  exact hv (funext fun a => congrFun (congrFun hZ a) a)

/-- For Hermitian `H`, the Green function at height `η > 0` above the real axis has norm at most
`1/η`. -/
theorem norm_green_le {H : Matrix n n ℂ} (hH : H.IsHermitian) (E : ℝ) {η : ℝ} (hη : 0 < η) :
    ‖(shifted H E η)⁻¹‖ ≤ 1 / η := by
  have h := dissipation hH E η (shifted H E η)⁻¹
  rw [Matrix.mul_nonsing_inv _ (isUnit_det hH E hη), mul_one, star_one, one_mul] at h
  have hn := congrArg norm h
  have hc : ‖2 * (η : ℂ) * Complex.I‖ = 2 * η := by simp [abs_of_pos hη]
  rw [norm_smul, CStarRing.norm_star_mul_self, hc] at hn
  have ht := norm_sub_le (star (shifted H E η)⁻¹) (shifted H E η)⁻¹
  rw [norm_star, ← hn] at ht
  rw [le_div_iff₀ hη]
  by_contra hlt
  push Not at hlt
  have hg : 0 < ‖(shifted H E η)⁻¹‖ := pos_of_mul_pos_left (by linarith) hη.le
  nlinarith [mul_pos (sub_pos.mpr hlt) hg]

/-- For Hermitian `H` with `‖E - H‖ ≤ W` and `η > 0`, after `k` steps the iteration differs from the
Green function by at most `qᵏ/η` in norm. -/
theorem iterate_error {H : Matrix n n ℂ} (hH : H.IsHermitian) {E η W : ℝ} (hη : 0 < η)
    (hW : ‖(E : ℂ) • (1 : Matrix n n ℂ) - H‖ ≤ W) (k : ℕ) :
    ‖(shifted H E η)⁻¹ - iterate (shifted H E η) (step W η) k‖ ≤ rate W η ^ k / η := by
  induction k with
  | zero => simpa [iterate] using norm_green_le hH E hη
  | succ k ih =>
    have hrec : (shifted H E η)⁻¹ - iterate (shifted H E η) (step W η) (k + 1)
        = (1 - step W η • shifted H E η)
          * ((shifted H E η)⁻¹ - iterate (shifted H E η) (step W η) k) := by
      rw [iterate, sub_mul, one_mul, smul_mul_assoc, mul_sub,
        Matrix.mul_nonsing_inv _ (isUnit_det hH E hη)]
      abel
    have hf := norm_factor_le hH hη hW
    rw [hrec]
    calc _ ≤ _ := norm_mul_le _ _
      _ ≤ rate W η * (rate W η ^ k / η) :=
        mul_le_mul hf ih (norm_nonneg _) ((norm_nonneg _).trans hf)
      _ = rate W η ^ (k + 1) / η := by ring

/-- If `H` couples only neighbours, the `k`-th iterate vanishes between sites joined by no
path of fewer than `k` hops. -/
theorem iterate_local {H : Matrix n n ℂ} {G : SimpleGraph n}
    (hG : ∀ i j, i ≠ j → ¬ G.Adj i j → H i j = 0) (E η : ℝ) (w : ℂ) (k : ℕ) (i j : n)
    (h : ∀ p : G.Walk i j, k ≤ p.length) : iterate (shifted H E η) w k i j = 0 := by
  induction k generalizing i with
  | zero => simp [iterate]
  | succ k ih =>
    have h1 := ih i fun p => (Nat.le_succ k).trans (h p)
    have h2 : i ≠ j := by
      rintro rfl
      have := h SimpleGraph.Walk.nil
      simp at this
    have h3 : (shifted H E η * iterate (shifted H E η) w k) i j = 0 := by
      rw [Matrix.mul_apply]
      refine Finset.sum_eq_zero fun l _ => ?_
      by_cases hil : i = l
      · rw [← hil, h1, mul_zero]
      by_cases ha : G.Adj i l
      · -- one hop to `l` leaves a path with one step fewer
        rw [ih l fun p => ?_, mul_zero]
        have := h (SimpleGraph.Walk.cons ha p)
        rw [SimpleGraph.Walk.length_cons] at this
        omega
      · simp [shifted, Matrix.one_apply_ne hil, hG i l hil ha]
    simp [iterate, h1, h3, Matrix.one_apply_ne h2]

/-- Let `H` be Hermitian with `‖E - H‖ ≤ W`, and let `η > 0`. If `H` couples only neighbours and
every path from `i` to `j` has at least `d` hops, then `|(A⁻¹)ᵢⱼ| ≤ q^d/η`. -/
theorem green_decay {H : Matrix n n ℂ} (hH : H.IsHermitian) {E η W : ℝ} (hη : 0 < η)
    (hW : ‖(E : ℂ) • (1 : Matrix n n ℂ) - H‖ ≤ W) {G : SimpleGraph n}
    (hG : ∀ i j, i ≠ j → ¬ G.Adj i j → H i j = 0) {i j : n} {d : ℕ}
    (hd : ∀ p : G.Walk i j, d ≤ p.length) :
    ‖(shifted H E η)⁻¹ i j‖ ≤ rate W η ^ d / η := by
  have hentry : ∀ M : Matrix n n ℂ, ‖M i j‖ ≤ ‖M‖ := fun M => by
    have h := (PiLp.norm_apply_le _ i).trans
      (Matrix.l2_opNorm_mulVec M (EuclideanSpace.single j (1 : ℂ)))
    simpa using h
  -- the entry of the Green function is entirely iteration error
  have h := (hentry _).trans (iterate_error hH hη hW d)
  rwa [Matrix.sub_apply, iterate_local hG E η _ d i j hd, sub_zero] at h

/-- For Hermitian `H` coupling only neighbours, with `‖E - H‖ ≤ W` and `η > 0`, `|(A⁻¹)ᵢⱼ| ≤
q^dist(i,j)/η`. -/
theorem green_decay_dist {H : Matrix n n ℂ} (hH : H.IsHermitian) {E η W : ℝ} (hη : 0 < η)
    (hW : ‖(E : ℂ) • (1 : Matrix n n ℂ) - H‖ ≤ W) {G : SimpleGraph n}
    (hG : ∀ i j, i ≠ j → ¬ G.Adj i j → H i j = 0) (i j : n) :
    ‖(shifted H E η)⁻¹ i j‖ ≤ rate W η ^ G.dist i j / η :=
  green_decay hH hη hW hG fun p => SimpleGraph.dist_le p

/-- Let `H` be Hermitian, coupling only neighbours, with `‖E - H‖ ≤ W`, and let `η = π k_B T > 0`
and `δ > 0`. If `k ≥ 2(W² + η²)/η² · log(1/(δη))`, then the norm of the `k`-step iteration error is
at most `δ`, and so is the modulus of every Green function entry between sites joined by no path of
fewer than `k` hops. -/
theorem matsubara_count {H : Matrix n n ℂ} (hH : H.IsHermitian) {E W kB T δ : ℝ}
    (hkB : 0 < kB) (hT : 0 < T) (hδ : 0 < δ)
    (hW : ‖(E : ℂ) • (1 : Matrix n n ℂ) - H‖ ≤ W) {G : SimpleGraph n}
    (hG : ∀ i j, i ≠ j → ¬ G.Adj i j → H i j = 0) {k : ℕ}
    (hk : 2 * (W ^ 2 + matsubara kB T ^ 2) / matsubara kB T ^ 2
      * Real.log (1 / (δ * matsubara kB T)) ≤ k) :
    ‖(shifted H E (matsubara kB T))⁻¹
        - iterate (shifted H E (matsubara kB T)) (step W (matsubara kB T)) k‖ ≤ δ ∧
      ∀ i j, (∀ p : G.Walk i j, k ≤ p.length) →
        ‖(shifted H E (matsubara kB T))⁻¹ i j‖ ≤ δ := by
  have hη : 0 < matsubara kB T := mul_pos (mul_pos Real.pi_pos hkB) hT
  generalize matsubara kB T = η at hη hk ⊢
  have hW0 : 0 ≤ W := (norm_nonneg _).trans hW
  have hs : 0 < W ^ 2 + η ^ 2 := by positivity
  have hq : 0 ≤ rate W η := by unfold rate; positivity
  obtain ⟨c, hc⟩ : ∃ c : ℝ, c = η ^ 2 / (2 * (W ^ 2 + η ^ 2)) := ⟨_, rfl⟩
  have hc0 : 0 < c := by rw [hc]; positivity
  -- the rate is at most exp(-c)
  have hexp : rate W η ≤ Real.exp (-c) := by
    have h1 : rate W η ^ 2 = -(2 * c) + 1 := by
      rw [rate_sq, hc]
      field_simp
      ring
    have h2 : Real.exp (-(2 * c)) = Real.exp (-c) ^ 2 := by
      rw [sq, ← Real.exp_add]
      ring_nf
    have h3 := Real.add_one_le_exp (-(2 * c))
    rw [← h1, h2] at h3
    by_contra hlt
    push Not at hlt
    nlinarith [Real.exp_pos (-c)]
  have hlog : -Real.log (δ * η) ≤ k * c := by
    have h := mul_le_mul_of_nonneg_right hk hc0.le
    have e : 2 * (W ^ 2 + η ^ 2) / η ^ 2 * Real.log (1 / (δ * η)) * c
        = Real.log (1 / (δ * η)) := by
      rw [hc]
      field_simp
    rwa [e, one_div, Real.log_inv] at h
  have hfin : rate W η ^ k / η ≤ δ := by
    rw [div_le_iff₀ hη]
    calc rate W η ^ k ≤ Real.exp (-c) ^ k := pow_le_pow_left₀ hq hexp k
      _ = Real.exp (k * -c) := (Real.exp_nat_mul _ _).symm
      _ ≤ Real.exp (Real.log (δ * η)) := Real.exp_le_exp.mpr (by linarith)
      _ = δ * η := Real.exp_log (mul_pos hδ hη)
  exact ⟨(iterate_error hH hη hW k).trans hfin,
    fun i j hij => (green_decay hH hη hW hG hij).trans hfin⟩

end

end ScreenedKKR
```

```lean
#print axioms ScreenedKKR.rate_optimal
-- 'ScreenedKKR.rate_optimal' depends on axioms: [propext, Classical.choice, Quot.sound]
#print axioms ScreenedKKR.green_decay_dist
-- 'ScreenedKKR.green_decay_dist' depends on axioms: [propext, Classical.choice, Quot.sound]
#print axioms ScreenedKKR.matsubara_count
-- 'ScreenedKKR.matsubara_count' depends on axioms: [propext, Classical.choice, Quot.sound]
```

## How the proof follows the algebra

In `norm_factor_le`, `hM` is the form $p+irB$ and `hsq` is the cancellation of cross terms. The C*-identity `CStarRing.norm_star_mul_self` turns the product into a squared norm, and `hval` evaluates $p^2+r^2W^2$ using `rate_sq`. The final `nlinarith` passes from squares back to norms. `rate_optimal` expands the two squared moduli and supplies the squares in the averaged formula to `nlinarith`.

`dissipation` proves the identity for general $Z$; `isUnit_det` and `norm_green_le` use the two choices of $Z$ made above. `iterate_error` is an induction whose step `hrec` is the error recursion.

The induction in `iterate_local` keeps $i$ general because its hypothesis is needed at the neighbour $l$. There `SimpleGraph.Walk.cons` puts the hop from $i$ to $l$ in front of a path from $l$ to $j$. `green_decay` bounds an entry by the operator norm, by applying the matrix to a unit vector, and then combines the error bound with locality. `green_decay_dist` specialises it to the graph distance.

In `matsubara_count`, `hexp` gives $q\le e^{-c}$ from `Real.add_one_le_exp`, `hlog` rewrites the condition on $k$, and `hfin` yields the single estimate $q^k/\eta\le\delta$ behind both conclusions.
